# Line intensities of a magnetically split ⁵⁷Fe sextet: constant sum, 3:2:1 powder ratio, and texture

If a fit holds the line areas of a magnetically split ⁵⁷Fe spectrum at 3:2:1 while the texture of the sample gives another ratio, the middle lines come out wrong, and the misfit can be taken for a second iron site. The opposite error is to read a measured 3:2:1 as proof of random orientation. Both are settled by how the intensities depend on the angle $t$ between the hyperfine field and the gamma ray.

The model is a thin absorber with a pure magnetic dipole transition, unmixed sublevels, equal populations of the two ground sublevels, an isotropic recoil-free fraction, an unpolarised incident gamma ray and no polarisation analysis. It treats the three lines that start from one ground sublevel; the other sublevel gives their mirror image.

In Lean 4 with Mathlib:

```lean
import Mathlib

open MeasureTheory
open scoped Real

namespace MoessbauerLineIntensities

noncomputable section
```

## Dipole patterns and transition strengths

With the field along $z$ and azimuth $p$, the ray has direction $n=(\sin t\cos p,\ \sin t\sin p,\ \cos t)$.

```lean
/-- Unit vector of the gamma ray at polar angle `t` from the hyperfine field and azimuth `p`. -/
def direction (t p : ℝ) : Fin 3 → ℝ :=
  ![Real.sin t * Real.cos p, Real.sin t * Real.sin p, Real.cos t]
```

Only the part of a transition dipole $d$ transverse to $n$ radiates along $n$. The pattern is twice the transverse fraction, $2\,(1-|n\cdot d|^2/|d|^2)$, so the length of $d$ drops out.

```lean
/-- Radiation pattern of a transition dipole `d` in the direction `n`: twice the fraction of the
squared dipole that is transverse to the unit vector `n`. -/
def dipolePattern (d : Fin 3 → ℂ) (n : Fin 3 → ℝ) : ℝ :=
  2 * (1 - Complex.normSq (∑ i, (n i : ℂ) * d i) / ∑ i, Complex.normSq (d i))
```

For $\Delta m=+1$ the dipole rotates about the field; normalised, it is $(1,i,0)/\sqrt2$.

```lean
/-- Dipole rotating about the field, for a transition that raises `m` by one. -/
def circularPlus : Fin 3 → ℂ := ![1, Complex.I, 0]
```

For $\Delta m=0$ it lies along the field.

```lean
/-- Dipole along the field, for a transition that keeps `m`. -/
def axial : Fin 3 → ℂ := ![0, 0, 1]
```

For $\Delta m=-1$ it rotates the other way, as $(1,-i,0)/\sqrt2$.

```lean
/-- Dipole rotating the other way about the field, for a transition that lowers `m` by one. -/
def circularMinus : Fin 3 → ℂ := ![1, -Complex.I, 0]
```

The claimed intensities are, for the outer line, $3(1+\cos^2 t)$,

```lean
/-- Intensity of the outer line at angle `t` between field and gamma ray. -/
def outer (t : ℝ) : ℝ := 3 * (1 + Real.cos t ^ 2)
```

for the middle line, $4\sin^2 t$,

```lean
/-- Intensity of the middle line at angle `t` between field and gamma ray. -/
def middle (t : ℝ) : ℝ := 4 * Real.sin t ^ 2
```

and for the inner line, $1+\cos^2 t$.

```lean
/-- Intensity of the inner line at angle `t` between field and gamma ray. -/
def inner (t : ℝ) : ℝ := 1 + Real.cos t ^ 2
```

Random field directions occur in a powder of randomly oriented crystallites whose hyperfine fields are fixed to their crystal axes; an applied field can turn the hyperfine fields and spoil this. The average over random field directions weights each angle by its share of solid angle, $\langle f\rangle=\int_0^\pi f(t)\,\tfrac12\sin t\,dt$.

```lean
/-- Average over randomly oriented crystallites, with weight `sin t / 2` on `[0, π]`. -/
def powderAverage (f : ℝ → ℝ) : ℝ := ∫ t in (0 : ℝ)..π, f t * (Real.sin t / 2)
```

For $n=(x,y,z)$ the circular dipoles give $|x\pm iy|^2=x^2+y^2$ and $|d|^2=2$, hence the pattern $2-(x^2+y^2)$. The axial dipole gives $2-2z^2$.

```lean
/-- The patterns of the two circular dipoles and of the axial dipole, in terms of the
components of the viewing direction. -/
theorem dipole_patterns (x y z : ℝ) :
    dipolePattern circularPlus ![x, y, z] = 2 - (x ^ 2 + y ^ 2) ∧
    dipolePattern axial ![x, y, z] = 2 - 2 * z ^ 2 ∧
    dipolePattern circularMinus ![x, y, z] = 2 - (x ^ 2 + y ^ 2) := by
  refine ⟨?_, ?_, ?_⟩
  · simp [dipolePattern, circularPlus, Fin.sum_univ_three, Complex.normSq_apply]
    ring
  · simp [dipolePattern, axial, Fin.sum_univ_three, Complex.normSq_apply]
    ring
  · simp [dipolePattern, circularMinus, Fin.sum_univ_three, Complex.normSq_apply]
    ring
```

The proof expands the three-term sums and finishes with `ring`. The identities hold for all real $x,y,z$, but describe radiation only when $n$ is a unit vector.

Now $x^2+y^2=\sin^2 t\,(\cos^2 p+\sin^2 p)=\sin^2 t$, so the circular pattern is $2-\sin^2 t=1+\cos^2 t$ and the axial one is $2-2\cos^2 t=2\sin^2 t$. The strengths 3, 2, 1 are the squared coupling coefficients $1,\tfrac23,\tfrac13$ between the spin-½ ground and spin-3/2 excited sublevels, times three. They are put in as numbers, not derived.

```lean
/-- Dipole radiation with transition strengths 3, 2, 1 gives the outer, middle and inner line
intensities, at every azimuth `p`. -/
theorem intensities_from_dipoles (t p : ℝ) :
    3 * dipolePattern circularPlus (direction t p) = outer t ∧
    2 * dipolePattern axial (direction t p) = middle t ∧
    1 * dipolePattern circularMinus (direction t p) = inner t := by
  have h := Real.sin_sq_add_cos_sq t
  have hp := Real.sin_sq_add_cos_sq p
  obtain ⟨h1, h2, h3⟩ :=
    dipole_patterns (Real.sin t * Real.cos p) (Real.sin t * Real.sin p) (Real.cos t)
  unfold direction outer middle inner
  rw [h1, h2, h3]
  refine ⟨?_, ?_, ?_⟩
  · linear_combination (-3 * Real.sin t ^ 2) * hp - 3 * h
  · linear_combination (-4) * h
  · linear_combination (-Real.sin t ^ 2) * hp - h
```

Each `linear_combination` applies the Pythagorean identity, for $p$ where needed and for $t$. The azimuth disappears.

Adding the lines gives $4+4\cos^2 t+4\sin^2 t=8$.

```lean
/-- The three line intensities add up to 8 at every angle. -/
theorem total_intensity (t : ℝ) : outer t + middle t + inner t = 8 := by
  unfold outer middle inner
  linear_combination 4 * Real.sin_sq_add_cos_sq t
```

## The powder average

An antiderivative of $(a+b\cos^2 t)\,\tfrac12\sin t$ is $-\tfrac12\left(a\cos t+\tfrac b3\cos^3 t\right)$. Its values at $\pi$ and $0$ are $\pm\tfrac12(a+\tfrac b3)$, so the average is $a+\tfrac b3$.

```lean
/-- The powder average of `a + b cos² t` is `a + b / 3`. -/
theorem powderAverage_cos_sq (a b : ℝ) :
    powderAverage (fun t => a + b * Real.cos t ^ 2) = a + b / 3 := by
  -- an explicit antiderivative, cubic in the cosine
  have hd : ∀ t : ℝ, HasDerivAt
      (fun t : ℝ => -(a * Real.cos t + b / 3 * (Real.cos t * Real.cos t * Real.cos t)) / 2)
      ((a + b * Real.cos t ^ 2) * (Real.sin t / 2)) t := by
    intro t
    have h := Real.hasDerivAt_cos t
    have h3 := (h.fun_mul h).fun_mul h
    have h4 := (((h.const_mul a).fun_add (h3.const_mul (b / 3))).fun_neg).div_const 2
    exact h4.congr_deriv (by ring)
  have hc : Continuous (fun t : ℝ => (a + b * Real.cos t ^ 2) * (Real.sin t / 2)) := by
    fun_prop
  have key := intervalIntegral.integral_eq_sub_of_hasDerivAt
    (fun t _ => hd t) (hc.intervalIntegrable 0 π)
  unfold powderAverage
  refine key.trans ?_
  simp only [Real.cos_pi, Real.cos_zero]
  ring
```

Here `hd` verifies the derivative, `hc` the continuity of the integrand, and `key` is the fundamental theorem of calculus.

The lines have $(a,b)=(3,3)$, $(4,-4)$ and $(1,1)$, so their averages are $4$, $\tfrac83$ and $\tfrac43$, in the ratio 3:2:1.

```lean
/-- The powder averages of the outer, middle and inner lines are 4, 8/3 and 4/3, that is, they
stand in the ratio 3:2:1. -/
theorem powder_intensities :
    powderAverage outer = 4 ∧ powderAverage middle = 8 / 3 ∧ powderAverage inner = 4 / 3 := by
  -- each line has the form a + b cos² t
  have h1 : outer = fun t => 3 + 3 * Real.cos t ^ 2 := by
    funext t
    unfold outer
    ring
  have h2 : middle = fun t => 4 + (-4) * Real.cos t ^ 2 := by
    funext t
    unfold middle
    rw [Real.sin_sq]
    ring
  have h3 : inner = fun t => 1 + 1 * Real.cos t ^ 2 := by
    funext t
    unfold inner
    ring
  rw [h1, h2, h3, powderAverage_cos_sq, powderAverage_cos_sq, powderAverage_cos_sq]
  norm_num
```

In a simulation code restricted to this thin-absorber model, two-point Gauss–Legendre quadrature in $u=\cos t$, with nodes $u=\pm1/\sqrt3$, reproduces these averages exactly, because the intensities are quadratic in $u$.

## Textured samples

Let the angle have any probability distribution `μ`, discrete or continuous, and write $c=\langle\cos^2 t\rangle$. By linearity the mean intensities are $3(1+c)$, $4(1-c)$ and $1+c$.

```lean
/-- For any distribution `μ` of the angle, the mean line intensities are fixed by the mean
of `cos² t`. -/
theorem texture_intensities (μ : Measure ℝ) [IsProbabilityMeasure μ] :
    ∫ t, outer t ∂μ = 3 * (1 + ∫ t, Real.cos t ^ 2 ∂μ) ∧
    ∫ t, middle t ∂μ = 4 * (1 - ∫ t, Real.cos t ^ 2 ∂μ) ∧
    ∫ t, inner t ∂μ = 1 + ∫ t, Real.cos t ^ 2 ∂μ := by
  -- cos² is bounded, hence integrable
  have hi : Integrable (fun t : ℝ => Real.cos t ^ 2) μ := by
    refine Integrable.of_bound
      (by fun_prop : Continuous fun t : ℝ => Real.cos t ^ 2).aestronglyMeasurable 1 ?_
    refine Filter.Eventually.of_forall fun t => ?_
    rw [Real.norm_eq_abs, abs_of_nonneg (sq_nonneg _)]
    exact Real.cos_sq_le_one t
  have hin : ∫ t, inner t ∂μ = 1 + ∫ t, Real.cos t ^ 2 ∂μ := by
    unfold inner
    rw [integral_add (integrable_const 1) hi]
    simp
  refine ⟨?_, ?_, hin⟩
  · rw [← hin, ← integral_const_mul]
    rfl
  · unfold middle
    simp only [Real.sin_sq]
    rw [integral_const_mul, integral_sub (integrable_const 1) hi]
    simp
```

The bound $\cos^2 t\le1$ supplies the integrability that splitting the integrals requires.

Outer to inner is always 3:1. Middle to inner is 2:1 when $4(1-c)=2(1+c)$, that is, when $c=\tfrac13$.

```lean
/-- A sample with angular distribution `μ` shows the ratio 3:2:1 exactly when the mean
of `cos² t` is 1/3. -/
theorem texture_ratio_iff (μ : Measure ℝ) [IsProbabilityMeasure μ] :
    (∫ t, outer t ∂μ = 3 * ∫ t, inner t ∂μ ∧ ∫ t, middle t ∂μ = 2 * ∫ t, inner t ∂μ) ↔
      ∫ t, Real.cos t ^ 2 ∂μ = 1 / 3 := by
  obtain ⟨h1, h2, h3⟩ := texture_intensities μ
  rw [h1, h2, h3]
  constructor
  · rintro ⟨_, h⟩
    linarith
  · intro h
    exact ⟨rfl, by linarith⟩
```

Random field directions give $c=\tfrac13$, but so does a single crystal whose field makes an angle of about 54.7° with the ray. The ratio therefore cannot establish randomness.

## The angle from a measured ratio

For a single angle let $R=4\sin^2 t/(1+\cos^2 t)$ be the ratio of middle to inner line. Then $4-R=8\cos^2 t/(1+\cos^2 t)$ and $4+R=8/(1+\cos^2 t)$, and dividing gives $\cos^2 t=(4-R)/(4+R)$.

```lean
/-- For a single angle `t`, the ratio `R` of the middle to the inner line
gives `cos² t = (4 - R) / (4 + R)`. -/
theorem angle_from_ratio (t : ℝ) :
    Real.cos t ^ 2 = (4 - middle t / inner t) / (4 + middle t / inner t) := by
  have h0 : inner t ≠ 0 := by
    unfold inner
    positivity
  -- numerator and denominator over the common factor `inner t`
  have hn : 4 - middle t / inner t = 8 * Real.cos t ^ 2 / inner t := by
    rw [eq_div_iff h0, sub_mul, div_mul_cancel₀ _ h0]
    unfold middle inner
    rw [Real.sin_sq]
    ring
  have hd : 4 + middle t / inner t = 8 / inner t := by
    rw [eq_div_iff h0, add_mul, div_mul_cancel₀ _ h0]
    unfold middle inner
    rw [Real.sin_sq]
    ring
  rw [hn, hd]
  field_simp

end

end MoessbauerLineIntensities
```

The steps `hn` and `hd` are these two expressions; the inner line never vanishes, so the divisions are sound. The angles $t$ and $\pi-t$ remain indistinguishable.

In a fit, the six areas are set to $3:R:1:1:R:3$ with $R$ free between 0 and 4. A fitted $R=3$ gives $\cos^2 t=\tfrac17$, or $t\approx68°$ for a single field direction; for a textured sample the same algebra applied to the mean intensities returns $c$ instead.

```lean
#print axioms MoessbauerLineIntensities.intensities_from_dipoles
#print axioms MoessbauerLineIntensities.texture_intensities
#print axioms MoessbauerLineIntensities.texture_ratio_iff
#print axioms MoessbauerLineIntensities.angle_from_ratio
```

```
'MoessbauerLineIntensities.intensities_from_dipoles' depends on axioms: [propext, Classical.choice, Quot.sound]
'MoessbauerLineIntensities.texture_intensities' depends on axioms: [propext, Classical.choice, Quot.sound]
'MoessbauerLineIntensities.texture_ratio_iff' depends on axioms: [propext, Classical.choice, Quot.sound]
'MoessbauerLineIntensities.angle_from_ratio' depends on axioms: [propext, Classical.choice, Quot.sound]
```
